# The unique free-energy minimum of an ideal solution with AB associates

In a liquid alloy whose unlike atoms attract strongly, A and B tend to stay together. The associate model describes this short-range order by treating AB pairs as a third species, mixed with the remaining free atoms. How many pairs does the model predict, and does it predict any if pairing brings no energy at all?

## The equilibrium amount and its free energy

Take one mole of atoms, 1−x of A and x of B, with 0 < x < 1. If n moles of AB form, 1−x−n of A and x−n of B stay free, and the total is 1−n. With the gas constant set to 1, T > 0 and a standard Gibbs energy of reaction −T ln K per mole of AB (called the reaction energy below), ideal mixing of the three species gives, relative to pure unassociated A and B,

G(n) = −nT ln K + T[(1−x−n) ln((1−x−n)/(1−n)) + (x−n) ln((x−n)/(1−n)) + n ln(n/(1−n))],

where 0 ln 0 = 0. The constant K > 0 stands for the stability of the pair at the given temperature. The claim is that G has its unique minimum on 0 ≤ n ≤ min(x, 1−x) at

m = (1 − s)/2, s = √(1−c), c = 4Kx(1−x)/(1+K),

and that G(m) lies strictly below ideal mixing without associates.

**Admissibility.** Since 0 < c < 4x(1−x), we have (1−2x)² < 1−c < 1. Hence |1−2x| < s < 1, which gives 0 < m < min(x, 1−x). Moreover m(1−m) = (1−s²)/4 = c/4, so

(1+K) m(1−m) = Kx(1−x).

**Mass action.** Expanding, (1−x−m)(x−m) = x(1−x) − m(1−m). Multiplying by K and using the quadratic gives

K(1−x−m)(x−m) = m(1−m).

Write yA = (1−x−m)/(1−m), yB = (x−m)/(1−m) and yAB = m/(1−m) for the mole fractions at m. Division by (1−m)² yields yAB = K yA yB, or

ln yAB − ln K = ln yA + ln yB.

**Relative entropy.** Replace the logarithms in G(n) by those at m:

L(n) = −nT ln K + T[(1−x−n) ln yA + (x−n) ln yB + n ln yAB].

Its slope, T(ln yAB − ln K − ln yA − ln yB), is zero, so L(n) = L(m) = G(m). Therefore

G(n) − G(m) = T Σ p [ln(p/N) − ln y],

where p runs over the three amounts at n, y is the matching fraction at m, and N = 1−n.

**Gibbs' inequality.** For p > 0, put t = Ny/p in ln t ≤ t−1 to obtain

p[ln(p/N) − ln y] ≥ p − Ny,

with equality only if p = Ny. For p = 0 it reads 0 > −Ny. The right-hand sides sum to N − N = 0. For the associates, equality would require n/(1−n) = m/(1−m), hence n = m. So G(n) > G(m) for every other n. At n = 0,

G(0) = T[(1−x) ln(1−x) + x ln x],

which is ideal mixing.

Thus K = 1 does not recover ideal mixing of A and B: even without a reaction energy, counting AB as an extra species lowers the free energy. This is a property of the model, since atoms mixed at random have no short-range order. In thermodynamic assessments with a single 1:1 associate and ideal mixing, the closed form can replace a numerical search over n.

**A lower bound on the gain.** At n = 0 the associate term vanishes, and the other two give

G(0) − G(m) ≥ T[(1−x−yA) + (x−yB)] = T yAB.

## The model as Lean definitions

```lean
import Mathlib

open Real Set

namespace AssociateSolution
```

`freeEnergy T K x n` is G(n), with x the overall fraction of B. Lean sets `log 0 = 0`, which agrees with the convention at the endpoints.

```lean
/-- Free energy (gas constant 1) of an ideal mixture of `1 - x - n` free A, `x - n` free B and
`n` associates AB with reaction energy `-T log K`, for `K > 0` and `0 ≤ n ≤ min x (1 - x)`,
`n < 1`. -/
noncomputable def freeEnergy (T K x n : ℝ) : ℝ :=
  -(n * T * log K) + T * ((1 - x - n) * log ((1 - x - n) / (1 - n))
    + (x - n) * log ((x - n) / (1 - n)) + n * log (n / (1 - n)))
```

The reference mixture has no associates.

```lean
/-- Free energy of ideal mixing of `1 - x` A and `x` B without associates. -/
noncomputable def idealMixing (T x : ℝ) : ℝ :=
  T * ((1 - x) * log (1 - x) + x * log x)
```

The function `eqAssociates K x` is m; it does not depend on T once K is given.

```lean
/-- The closed-form amount of associates, for `K > 0` and `0 < x < 1`. -/
noncomputable def eqAssociates (K x : ℝ) : ℝ :=
  (1 - √(1 - 4 * K * x * (1 - x) / (1 + K))) / 2
```

## Gibbs' inequality for one species

The strict version treats p = 0 separately and otherwise applies the strict logarithm bound to `N * q / p`. Here `q` is the reference fraction y.

```lean
/-- Gibbs' inequality for one species: an amount `p ≥ 0` in a total `N > 0`, compared with a
reference mole fraction `q > 0`; it is strict when `p` differs from `N * q`. -/
theorem gibbs_strict {p N q : ℝ} (hp : 0 ≤ p) (hN : 0 < N) (hq : 0 < q) (hne : p ≠ N * q) :
    p - N * q < p * (log (p / N) - log q) := by
  have hNq := mul_pos hN hq
  rcases hp.eq_or_lt with rfl | hp'
  · simp only [zero_mul, zero_sub]
    linarith
  · have h := Real.log_lt_sub_one_of_pos (div_pos hNq hp')
      (fun h => hne ((div_eq_one_iff_eq hp'.ne').1 h).symm)
    rw [Real.log_div hNq.ne' hp'.ne', Real.log_mul hN.ne' hq.ne'] at h
    rw [Real.log_div hp'.ne' hN.ne']
    have h2 := mul_lt_mul_of_pos_left h hp'
    have h3 : p * (N * q / p - 1) = N * q - p := by field_simp
    nlinarith
```

The weak version adds the case of equality.

```lean
/-- The weak form of Gibbs' inequality for one species: an amount `p ≥ 0` in a total `N > 0`,
compared with a reference mole fraction `q > 0`. -/
theorem gibbs_le {p N q : ℝ} (hp : 0 ≤ p) (hN : 0 < N) (hq : 0 < q) :
    p - N * q ≤ p * (log (p / N) - log q) := by
  by_cases h : p = N * q
  · have h1 : p / N = q := by rw [div_eq_iff hN.ne', h, mul_comm]
    rw [h1, sub_self, mul_zero, h, sub_self]
  · exact (gibbs_strict hp hN hq h).le
```

## From the closed form to mass action

The bounds `r1`, `r2` and `r3` place the square root between |1−2x| and 1. The last line derives the quadratic from `hs` and `hcm`.

```lean
/-- For `K > 0` and `0 < x < 1` the closed-form amount `m` is positive, leaves some free A and some
free B, and solves the quadratic equation `(1 + K) * (m * (1 - m)) = K * (x * (1 - x))`. -/
theorem eqAssociates_spec {K x : ℝ} (hK : 0 < K) (hx : 0 < x) (hx1 : x < 1) :
    eqAssociates K x ∈ Ioo 0 (min x (1 - x)) ∧
      (1 + K) * (eqAssociates K x * (1 - eqAssociates K x)) = K * (x * (1 - x)) := by
  have hx' : 0 < 1 - x := by linarith
  have hK1 : 0 < 1 + K := by linarith
  have hxx := mul_pos hx hx'
  unfold eqAssociates
  obtain ⟨c, hc⟩ : ∃ c, c = 4 * K * x * (1 - x) / (1 + K) := ⟨_, rfl⟩
  rw [← hc]
  have hcm : c * (1 + K) = 4 * K * x * (1 - x) := by rw [hc, div_mul_cancel₀ _ hK1.ne']
  have hc0 : 0 < c := by
    rw [hc]
    exact div_pos (mul_pos (mul_pos (mul_pos (by norm_num) hK) hx) hx') hK1
  have hc1 : c < 4 * (x * (1 - x)) := by
    rw [hc, div_lt_iff₀ hK1]
    nlinarith
  -- the square root lies strictly between |1 - 2x| and 1
  have r1 : √(1 - c) < 1 := by
    rw [Real.sqrt_lt' one_pos]
    linarith
  have r2 : 1 - 2 * x < √(1 - c) := Real.lt_sqrt_of_sq_lt (by nlinarith)
  have r3 : 2 * x - 1 < √(1 - c) := Real.lt_sqrt_of_sq_lt (by nlinarith)
  have hs : √(1 - c) ^ 2 = 1 - c := Real.sq_sqrt (by nlinarith [sq_nonneg (1 - 2 * x)])
  refine ⟨⟨by linarith, lt_min (by linarith) (by linarith)⟩, ?_⟩
  linear_combination (-(1 + K) / 4) * hs + (1 / 4) * hcm
```

In the next proof, `key` is the mass-action law; taking logarithms gives the balance. The chemical potentials appear as explicit logarithms, not as derivatives of G.

```lean
/-- At the closed-form composition, with `K > 0` and `0 < x < 1`, the chemical potential of AB
(in units of `T`) is the sum of those of free A and free B. -/
theorem potential_balance {K x : ℝ} (hK : 0 < K) (hx : 0 < x) (hx1 : x < 1) :
    log (eqAssociates K x / (1 - eqAssociates K x)) - log K =
      log ((1 - x - eqAssociates K x) / (1 - eqAssociates K x))
        + log ((x - eqAssociates K x) / (1 - eqAssociates K x)) := by
  obtain ⟨⟨h0, hm⟩, hq⟩ := eqAssociates_spec hK hx hx1
  obtain ⟨hmx, hmy⟩ := lt_min_iff.1 hm
  generalize eqAssociates K x = m at *
  have hN : 0 < 1 - m := by linarith
  have hA : 0 < (1 - x - m) / (1 - m) := div_pos (by linarith) hN
  have hB : 0 < (x - m) / (1 - m) := div_pos (by linarith) hN
  have key : m / (1 - m) = K * ((1 - x - m) / (1 - m) * ((x - m) / (1 - m))) := by
    rw [div_mul_div_comm, ← mul_div_assoc, div_eq_div_iff hN.ne' (mul_pos hN hN).ne']
    linear_combination (1 - m) * hq
  rw [key, Real.log_mul hK.ne' (mul_pos hA hB).ne', Real.log_mul hA.ne' hB.ne']
  ring
```

The difference formula follows by adding `T * (n - eqAssociates K x)` times that balance, which is the statement that L has zero slope.

```lean
/-- For `K > 0` and `0 < x < 1`, a formula for the free energy at `n` minus that at the closed-form
composition. When `0 ≤ n ≤ min x (1 - x)`, it is `T` times the total amount `1 - n` times the
relative entropy of the mole fractions at `n` with respect to the closed-form ones. -/
theorem freeEnergy_sub {K x : ℝ} (T n : ℝ) (hK : 0 < K) (hx : 0 < x) (hx1 : x < 1) :
    freeEnergy T K x n - freeEnergy T K x (eqAssociates K x) =
      T * ((1 - x - n) * (log ((1 - x - n) / (1 - n))
            - log ((1 - x - eqAssociates K x) / (1 - eqAssociates K x)))
        + (x - n) * (log ((x - n) / (1 - n))
            - log ((x - eqAssociates K x) / (1 - eqAssociates K x)))
        + n * (log (n / (1 - n)) - log (eqAssociates K x / (1 - eqAssociates K x)))) := by
  have bal := potential_balance hK hx hx1
  unfold freeEnergy
  linear_combination T * (n - eqAssociates K x) * bal
```

## The minimum and the gain over ideal mixing

Setting n = 0 identifies the reference state.

```lean
/-- Without associates the free energy is that of ideal mixing. -/
theorem freeEnergy_zero (T K x : ℝ) : freeEnergy T K x 0 = idealMixing T x := by
  simp [freeEnergy, idealMixing]
```

The main theorem has three parts: m lies in the open interval (`Ioo`), it beats every other n in the closed interval (`Icc`), and it lies below ideal mixing. Inside, `gA` and `gB` are the weak inequalities for free atoms, `gAB` is the strict one for associates, and `hsum` says that the fractions at m add to 1. The third part is the second at n = 0.

The theorem takes K as given and concerns one homogeneous phase; interactions between the species, other stoichiometries and the pure components lie beyond it.

```lean
/-- For `T, K > 0` and `0 < x < 1` the closed-form amount of associates is admissible, has lower
free energy than any other amount from none to the largest possible, and lies strictly below
unassociated ideal mixing. -/
theorem eqAssociates_unique_min {T K x : ℝ} (hT : 0 < T) (hK : 0 < K) (hx : 0 < x)
    (hx1 : x < 1) :
    eqAssociates K x ∈ Ioo 0 (min x (1 - x)) ∧
      (∀ n ∈ Icc 0 (min x (1 - x)), n ≠ eqAssociates K x →
        freeEnergy T K x (eqAssociates K x) < freeEnergy T K x n) ∧
      freeEnergy T K x (eqAssociates K x) < idealMixing T x := by
  have hmem := (eqAssociates_spec hK hx hx1).1
  have hmin : ∀ n ∈ Icc 0 (min x (1 - x)), n ≠ eqAssociates K x →
      freeEnergy T K x (eqAssociates K x) < freeEnergy T K x n := by
    rintro n ⟨hn0, hn⟩ hne
    obtain ⟨hnx, hny⟩ := le_min_iff.1 hn
    have hsub := freeEnergy_sub T n hK hx hx1
    obtain ⟨h0, hm⟩ := hmem
    obtain ⟨hmx, hmy⟩ := lt_min_iff.1 hm
    generalize eqAssociates K x = m at *
    have hM : 0 < 1 - m := by linarith
    have hN : 0 < 1 - n := by linarith
    have gA := gibbs_le (p := 1 - x - n) (by linarith) hN
      (div_pos (show 0 < 1 - x - m by linarith) hM)
    have gB := gibbs_le (p := x - n) (by linarith) hN
      (div_pos (show 0 < x - m by linarith) hM)
    -- the associate fraction n / (1 - n) determines n, so this term is strict
    have gAB := gibbs_strict hn0 hN (div_pos h0 hM) (by
      intro h
      rw [← mul_div_assoc, eq_div_iff hM.ne'] at h
      exact hne (by linear_combination h))
    have hsum : (1 - x - m) / (1 - m) + (x - m) / (1 - m) + m / (1 - m) = 1 := by
      rw [← add_div, ← add_div, div_eq_one_iff_eq hM.ne']
      ring
    have hs := congrArg (fun t => (1 - n) * t) hsum
    simp only [mul_add, mul_one] at hs
    have hpos := mul_pos hT (show 0 < _ from by linarith [gA, gB, gAB, hs] :
      0 < (1 - x - n) * (log ((1 - x - n) / (1 - n)) - log ((1 - x - m) / (1 - m)))
        + (x - n) * (log ((x - n) / (1 - n)) - log ((x - m) / (1 - m)))
        + n * (log (n / (1 - n)) - log (m / (1 - m))))
    linarith
  refine ⟨hmem, hmin, ?_⟩
  rw [← freeEnergy_zero T K x]
  exact hmin 0 ⟨le_rfl, (hmem.1.trans hmem.2).le⟩ hmem.1.ne
```

The bound on the gain uses the same difference formula at n = 0, with `gA` and `gB` alone.

```lean
/-- For `T, K > 0` and `0 < x < 1`, association lowers the free energy below ideal mixing by at
least `T` times the mole fraction of associates. -/
theorem association_gain {T K x : ℝ} (hT : 0 < T) (hK : 0 < K) (hx : 0 < x) (hx1 : x < 1) :
    T * (eqAssociates K x / (1 - eqAssociates K x)) ≤
      idealMixing T x - freeEnergy T K x (eqAssociates K x) := by
  rw [← freeEnergy_zero T K x, freeEnergy_sub T 0 hK hx hx1]
  obtain ⟨h0, hm⟩ := (eqAssociates_spec hK hx hx1).1
  obtain ⟨hmx, hmy⟩ := lt_min_iff.1 hm
  generalize eqAssociates K x = m at *
  have hM : 0 < 1 - m := by linarith
  have gA := gibbs_le (p := 1 - x - 0) (N := 1 - 0) (by linarith) (by norm_num)
    (div_pos (show 0 < 1 - x - m by linarith) hM)
  have gB := gibbs_le (p := x - 0) (N := 1 - 0) (by linarith) (by norm_num)
    (div_pos (show 0 < x - m by linarith) hM)
  have hsum : (1 - x - m) / (1 - m) + (x - m) / (1 - m) + m / (1 - m) = 1 := by
    rw [← add_div, ← add_div, div_eq_one_iff_eq hM.ne']
    ring
  refine mul_le_mul_of_nonneg_left ?_ hT.le
  linarith

end AssociateSolution
```

```lean
#print axioms AssociateSolution.eqAssociates_unique_min
#print axioms AssociateSolution.association_gain
```

```
'AssociateSolution.eqAssociates_unique_min' depends on axioms: [propext, Classical.choice, Quot.sound]
'AssociateSolution.association_gain' depends on axioms: [propext, Classical.choice, Quot.sound]
```
